# With a continuous potential, a nonzero real stationary solution in one dimension crosses zero at every node

For a particle on a line, can a stationary state touch zero without crossing it? To ask this precisely I have to decide what counts as a solution. I take a real function \(\psi\) that satisfies \(\psi''=q\psi\) at every point of the line, with no normalisation and no boundary condition. Here \(q=2mL^2(V-E)/\hbar^2\), where \(m\) is the mass, \(V\) the potential, \(E\) the energy, and \(x\) is measured in units of a fixed length \(L\).

At a touching point \(\psi\) and \(\psi'\) both vanish, and the equation then gives \(\psi''=0\) too. But that doesn't settle it for me. The function \(e^{-1/x^2}\), set to zero at \(x=0\), has all its derivatives equal to zero there and still leaves zero on both sides. What stops a wavefunction from doing the same?

## Continuity of q limits how fast a solution can leave zero

Your notion of a solution puts no condition on \(q\), and that leaves too much freedom. It is sufficient to add that \(q\) is continuous, although a bound on \(q\) on every bounded interval would already do. Your example solves the equation with \(q=4/x^6-6/x^4\) for \(x\neq0\) and any value of \(q(0)\), so continuity of \(q\) everywhere except at the node is not enough. When \(q\) is continuous at the node as well, it is bounded nearby, and a solution can then grow only in proportion to its present size. From size zero it cannot grow at all.

To measure the size, use the squared distance from the origin of the \((\psi,\psi')\) plane,
\[
R(x)=\psi(x)^2+\psi'(x)^2 .
\]
Its derivative follows from the equation:
\[
R'=2\psi\psi'+2\psi'\psi''=2\psi\psi'+2q\psi\psi'=2(1+q)\psi\psi' .
\]
Expanding \((\psi\pm\psi')^2\ge0\) gives \(|2\psi\psi'|\le R\). On an interval where \(|q|\le M\) we also have \(|1+q|\le 1+M\). With \(K=1+M\), this gives
\[
|R'|\le K R .
\]

Take two points \(x\) and \(y\) in that interval. If \(y\ge x\), use
\[
\frac{d}{dt}\left(R(t)e^{-Kt}\right)=\left(R'(t)-KR(t)\right)e^{-Kt}\le0 ,
\]
so \(R(y)e^{-Ky}\le R(x)e^{-Kx}\). If \(y\le x\), use
\[
\frac{d}{dt}\left(R(t)e^{Kt}\right)=\left(R'(t)+KR(t)\right)e^{Kt}\ge0 ,
\]
so \(R(y)e^{Ky}\le R(x)e^{Kx}\). Both cases give the Gronwall bound
\[
R(y)\le R(x)\,e^{K|y-x|} .
\]

Now let \(\psi(x_0)=\psi'(x_0)=0\), and let \(x\) be any point. The closed interval between \(x_0\) and \(x\) is compact, so the continuous function \(q\) is bounded on it by some \(M\). Since \(R(x_0)=0\), the bound gives \(R(x)\le0\). A sum of squares that is at most zero is zero, so \(\psi(x)=0\). The solution vanishes everywhere.

## Sign changes, isolated nodes and shared nodes

Suppose that \(\psi\) is not identically zero and \(\psi(x_0)=0\). Then \(s=\psi'(x_0)\) cannot be zero. As \(x\to x_0\), the quotient \(\psi(x)/(x-x_0)\) tends to \(s\), so \(s\psi(x)/(x-x_0)\) tends to \(s^2>0\) and is positive for \(x\ne x_0\) close to \(x_0\). Multiplying by \((x-x_0)^2\) gives
\[
s\,\psi(x)\,(x-x_0)>0 .
\]
So \(\psi\) has opposite signs on the two sides of the node.

If a bounded interval \([a,b]\) held infinitely many nodes, they would accumulate at some point \(z\). If \(\psi(z)\ne0\), continuity keeps \(\psi\) nonzero near \(z\). If \(\psi(z)=0\), the inequality above excludes other nodes near \(z\). Either way there is a contradiction, so the nodes in \([a,b]\) are finite in number.

Finally, let \(u\) and \(v\) solve the equation with the same \(q\), let both vanish at \(x_0\), and let \(u\) be not identically zero. Set \(c=v'(x_0)/u'(x_0)\), which is allowed because \(u'(x_0)\neq0\), and \(w=v-cu\). Then \(w''=qv-cqu=qw\), while \(w(x_0)=0\) and \(w'(x_0)=v'(x_0)-cu'(x_0)=0\). Hence \(w=0\) everywhere and \(v=cu\).

For a single particle on a line with a continuous potential, this supports the practice of locating the nodes of a trial solution by its sign changes in a shooting calculation. A grid must still be fine enough not to step over two nodes at once.

## The equation and its nodes as Lean statements

`IsSolution q ψ ψ'` takes three real functions on the whole line. Its first field says that `ψ` has derivative `ψ' x` at every `x`; its second says that `ψ'` has derivative `q x * ψ x`. The prime in `ψ'` is part of a name and not an operator: the first field is what makes this function the derivative. Energy and potential enter only through `q`, and identifying `q` with \(2mL^2(V-E)/\hbar^2\) is the step from the Lean model to a quantum system. `radiusSq` is \(R\); adding \(\psi^2\) to \(\psi'^2\) makes sense because \(x\) is dimensionless.

The statements read as follows.

- `radiusSq_le` is the Gronwall bound for any two points of `Icc a b`, the closed interval \([a,b]\), on which \(|q|\le M\) is assumed. Continuity of \(q\) is not required here.
- `eq_zero_of_double_node` assumes that \(q\) is continuous and that \(\psi\) and \(\psi'\) vanish at `x₀`, and concludes that \(\psi(x)=0\) for every \(x\). The remaining statements in this list also assume that \(q\) is continuous.
- `slope_ne_zero_of_node` says that a solution with `∃ y, ψ y ≠ 0`, meaning one that is not identically zero, has nonzero slope at each node.
- `sign_change_at_node` is the inequality \(s\psi(x)(x-x_0)>0\). The notation `∀ᶠ x in 𝓝[≠] x₀` means "for all \(x\neq x_0\) sufficiently close to \(x_0\)".
- `finite_nodes` says that the set of nodes in \([a,b]\) is finite.
- `proportional_of_common_node` gives one constant \(c\) with \(v(x)=cu(x)\) for all \(x\). It allows \(v=0\), with \(c=0\).

Continuity of \(q\) stands for a potential without jumps or singularities. A square well, a delta potential and a Coulomb singularity are therefore not covered. For a finite square well \(q\) is bounded, but at a jump of \(q\) a wavefunction with \(\psi\neq0\) has no second derivative, so the equation cannot hold at every point as `IsSolution` demands. The functions are real, so a complex solution has to be split into its real and imaginary parts, each of which solves the same equation when \(q\) is real. Nothing here selects bound-state energies or relates the number of nodes to the level.

```lean
import Mathlib

open Set Filter Topology

namespace SimpleNodes

/-- `ψ` is a real solution of `ψ'' = q ψ` on the whole line, and `ψ'` is its derivative. -/
structure IsSolution (q ψ ψ' : ℝ → ℝ) : Prop where
  hasDerivAt_psi : ∀ x, HasDerivAt ψ (ψ' x) x
  hasDerivAt_slope : ∀ x, HasDerivAt ψ' (q x * ψ x) x

/-- The squared distance `ψ² + ψ'²` from the origin of the phase plane `(ψ, ψ')`. -/
def radiusSq (ψ ψ' : ℝ → ℝ) (x : ℝ) : ℝ := ψ x ^ 2 + ψ' x ^ 2

variable {q ψ ψ' : ℝ → ℝ}

/-- Along a solution of `ψ'' = q ψ`, the squared radius changes at the rate
`2 (1 + q) ψ ψ'`. -/
theorem hasDerivAt_radiusSq (h : IsSolution q ψ ψ') (x : ℝ) :
    HasDerivAt (radiusSq ψ ψ') (2 * (1 + q x) * ψ x * ψ' x) x := by
  have e : radiusSq ψ ψ' = fun s => ψ s * ψ s + ψ' s * ψ' s := by
    funext s
    simp only [radiusSq]
    ring
  rw [e]
  exact (((h.1 x).fun_mul (h.1 x)).fun_add ((h.2 x).fun_mul (h.2 x))).congr_deriv (by ring)

/-- At a point where `|q| ≤ M`, the rate `2 (1 + q) ψ ψ'` is at most `1 + M` times the
squared radius in absolute value. -/
theorem abs_rate_le {M x : ℝ} (hM : |q x| ≤ M) :
    |2 * (1 + q x) * ψ x * ψ' x| ≤ (1 + M) * radiusSq ψ ψ' x := by
  have h1 : |2 * ψ x * ψ' x| ≤ radiusSq ψ ψ' x := by
    unfold radiusSq
    exact abs_le.2 ⟨by nlinarith [sq_nonneg (ψ x + ψ' x)],
      by nlinarith [sq_nonneg (ψ x - ψ' x)]⟩
  have h2 : |1 + q x| ≤ 1 + M := by
    have := abs_le.1 hM
    exact abs_le.2 ⟨by linarith [this.1, abs_nonneg (q x)], by linarith [this.2]⟩
  calc |2 * (1 + q x) * ψ x * ψ' x| = |1 + q x| * |2 * ψ x * ψ' x| := by
        rw [← abs_mul]
        congr 1
        ring
    _ ≤ (1 + M) * radiusSq ψ ψ' x :=
        mul_le_mul h2 h1 (abs_nonneg _) (le_trans (abs_nonneg _) h2)

/-- Gronwall bound: on an interval where `|q| ≤ M`, the squared radius of a solution grows
at most like `exp ((1 + M) |y - x|)`, in either direction. -/
theorem radiusSq_le (h : IsSolution q ψ ψ') {a b M x y : ℝ}
    (hM : ∀ t ∈ Icc a b, |q t| ≤ M) (hx : x ∈ Icc a b) (hy : y ∈ Icc a b) :
    radiusSq ψ ψ' y ≤ radiusSq ψ ψ' x * Real.exp ((1 + M) * |y - x|) := by
  -- the radius with an exponential weight, and its derivative
  have hd : ∀ c t : ℝ, HasDerivAt (fun s => radiusSq ψ ψ' s * Real.exp (c * s))
      ((2 * (1 + q t) * ψ t * ψ' t + c * radiusSq ψ ψ' t) * Real.exp (c * t)) t := by
    intro c t
    have he : HasDerivAt (fun s : ℝ => Real.exp (c * s)) (Real.exp (c * t) * c) t :=
      (((hasDerivAt_id' t).const_mul c).exp).congr_deriv (by ring)
    exact ((hasDerivAt_radiusSq h t).fun_mul he).congr_deriv (by ring)
  have hc : ∀ c : ℝ, ContinuousOn (fun s => radiusSq ψ ψ' s * Real.exp (c * s)) (Icc a b) :=
    fun c t _ => (hd c t).continuousAt.continuousWithinAt
  have hdiff : ∀ c : ℝ, DifferentiableOn ℝ
      (fun s => radiusSq ψ ψ' s * Real.exp (c * s)) (interior (Icc a b)) :=
    fun c t _ => (hd c t).differentiableAt.differentiableWithinAt
  have step : ∀ c : ℝ,
      radiusSq ψ ψ' y * Real.exp (c * y) ≤ radiusSq ψ ψ' x * Real.exp (c * x) →
      radiusSq ψ ψ' y ≤ radiusSq ψ ψ' x * Real.exp (c * (x - y)) := by
    intro c hle
    rw [mul_sub, Real.exp_sub, ← mul_div_assoc, le_div_iff₀ (Real.exp_pos _)]
    exact hle
  rcases le_total x y with hxy | hxy
  · -- to the right, the damped radius decreases
    have hanti := antitoneOn_of_deriv_nonpos (convex_Icc a b) (hc (-(1 + M)))
      (hdiff (-(1 + M))) (fun t ht => by
        rw [(hd (-(1 + M)) t).deriv]
        have hr := (abs_le.1 (abs_rate_le (ψ := ψ) (ψ' := ψ') (hM t (interior_subset ht)))).2
        exact mul_nonpos_of_nonpos_of_nonneg (by linarith) (Real.exp_pos _).le)
    have e : (1 + M) * |y - x| = -(1 + M) * (x - y) := by
      rw [abs_of_nonneg (sub_nonneg.2 hxy)]
      ring
    rw [e]
    exact step _ (hanti hx hy hxy)
  · -- to the left, the amplified radius decreases
    have hmono := monotoneOn_of_deriv_nonneg (convex_Icc a b) (hc (1 + M))
      (hdiff (1 + M)) (fun t ht => by
        rw [(hd (1 + M) t).deriv]
        have hr := (abs_le.1 (abs_rate_le (ψ := ψ) (ψ' := ψ') (hM t (interior_subset ht)))).1
        exact mul_nonneg (by linarith) (Real.exp_pos _).le)
    have e : (1 + M) * |y - x| = (1 + M) * (x - y) := by
      rw [abs_of_nonpos (sub_nonpos.2 hxy)]
      ring
    rw [e]
    exact step _ (hmono hy hx hxy)

/-- If `q` is continuous and a solution of `ψ'' = q ψ` vanishes together with its derivative
at one point, then it vanishes everywhere. -/
theorem eq_zero_of_double_node (hq : Continuous q) (h : IsSolution q ψ ψ') {x₀ : ℝ}
    (h0 : ψ x₀ = 0) (h0' : ψ' x₀ = 0) (x : ℝ) : ψ x = 0 := by
  -- `q` is bounded on the compact interval between the two points
  obtain ⟨M, hM⟩ := (isCompact_Icc (a := min x₀ x) (b := max x₀ x)).exists_bound_of_continuousOn
    hq.continuousOn
  have hb := radiusSq_le h (M := M) (fun t ht => hM t ht)
    ⟨min_le_left x₀ x, le_max_left x₀ x⟩ ⟨min_le_right x₀ x, le_max_right x₀ x⟩
  have hz : radiusSq ψ ψ' x₀ = 0 := by
    unfold radiusSq
    rw [h0, h0']
    ring
  rw [hz, zero_mul] at hb
  unfold radiusSq at hb
  exact pow_eq_zero_iff (two_ne_zero) |>.1
    (le_antisymm (by linarith [sq_nonneg (ψ' x)]) (sq_nonneg (ψ x)))

/-- Nodes are simple: for continuous `q`, a solution that is not identically zero has
nonzero slope at each of its nodes. -/
theorem slope_ne_zero_of_node (hq : Continuous q) (h : IsSolution q ψ ψ')
    (hne : ∃ y, ψ y ≠ 0) {x₀ : ℝ} (h0 : ψ x₀ = 0) : ψ' x₀ ≠ 0 := by
  intro h0'
  obtain ⟨y, hy⟩ := hne
  exact hy (eq_zero_of_double_node hq h h0 h0' y)

/-- For continuous `q`, a solution that is not identically zero changes sign at each node `x₀`:
close to `x₀`, it has the sign of `ψ'(x₀) (x - x₀)`. -/
theorem sign_change_at_node (hq : Continuous q) (h : IsSolution q ψ ψ')
    (hne : ∃ y, ψ y ≠ 0) {x₀ : ℝ} (h0 : ψ x₀ = 0) :
    ∀ᶠ x in 𝓝[≠] x₀, 0 < ψ' x₀ * ψ x * (x - x₀) := by
  have hpos : 0 < ψ' x₀ * ψ' x₀ := mul_self_pos.2 (slope_ne_zero_of_node hq h hne h0)
  -- the difference quotient has the sign of the slope near the node
  have ht := ((hasDerivAt_iff_tendsto_slope.1 (h.1 x₀)).const_mul (ψ' x₀)).eventually
    (lt_mem_nhds hpos)
  filter_upwards [ht, self_mem_nhdsWithin] with x hx hxne
  have hx' : x - x₀ ≠ 0 := sub_ne_zero.2 hxne
  have hs : slope ψ x₀ x * (x - x₀) = ψ x := by
    rw [slope_def_field, h0, sub_zero, div_mul_cancel₀ _ hx']
  have e : ψ' x₀ * ψ x * (x - x₀) = ψ' x₀ * slope ψ x₀ x * (x - x₀) ^ 2 := by
    linear_combination (-(ψ' x₀) * (x - x₀)) * hs
  rw [e]
  exact mul_pos hx (lt_of_le_of_ne (sq_nonneg _) (Ne.symm (pow_ne_zero 2 hx')))

/-- For continuous `q`, a solution that is not identically zero has only finitely many nodes
in a bounded interval `[a, b]`. -/
theorem finite_nodes (hq : Continuous q) (h : IsSolution q ψ ψ')
    (hne : ∃ y, ψ y ≠ 0) (a b : ℝ) : {x | x ∈ Icc a b ∧ ψ x = 0}.Finite := by
  by_contra hinf
  -- infinitely many nodes would accumulate at some point `z`
  obtain ⟨z, -, hz⟩ := Set.Infinite.exists_accPt_of_subset_isCompact hinf
    (isCompact_Icc (a := a) (b := b)) (fun x hx => hx.1)
  have hev : ∀ᶠ x in 𝓝 z, x ≠ z → ψ x ≠ 0 := by
    by_cases h0 : ψ z = 0
    · have hs := eventually_nhdsWithin_iff.1 (sign_change_at_node hq h hne h0)
      filter_upwards [hs] with x hx hxz hx0
      have hlt := hx hxz
      rw [hx0, mul_zero, zero_mul] at hlt
      exact lt_irrefl _ hlt
    · filter_upwards [(h.1 z).continuousAt.eventually_ne h0] with x hx _
      exact hx
  obtain ⟨x, ⟨hxz, hx⟩, hx'⟩ := ((accPt_iff_frequently.1 hz).and_eventually hev).exists
  exact hx' hxz hx.2

/-- For continuous `q`, if two solutions of the same equation share a node and `u` is not
identically zero, then `v` is a constant multiple of `u`. -/
theorem proportional_of_common_node {u u' v v' : ℝ → ℝ} (hq : Continuous q)
    (hu : IsSolution q u u') (hv : IsSolution q v v') (hne : ∃ y, u y ≠ 0) {x₀ : ℝ}
    (hu0 : u x₀ = 0) (hv0 : v x₀ = 0) : ∃ c : ℝ, ∀ x, v x = c * u x := by
  have hs := slope_ne_zero_of_node hq hu hne hu0
  refine ⟨v' x₀ / u' x₀, fun x => ?_⟩
  -- the difference `v - c u` is a solution with a double node
  have hw : IsSolution q (fun t => v t - v' x₀ / u' x₀ * u t)
      (fun t => v' t - v' x₀ / u' x₀ * u' t) :=
    ⟨fun t => (hv.1 t).fun_sub ((hu.1 t).const_mul _),
      fun t => ((hv.2 t).fun_sub ((hu.2 t).const_mul _)).congr_deriv (by ring)⟩
  have h1 : v x₀ - v' x₀ / u' x₀ * u x₀ = 0 := by
    rw [hu0, hv0, mul_zero, sub_zero]
  have h2 : v' x₀ - v' x₀ / u' x₀ * u' x₀ = 0 := by
    rw [div_mul_cancel₀ _ hs, sub_self]
  exact sub_eq_zero.1 (eq_zero_of_double_node hq hw h1 h2 x)

end SimpleNodes
```

```lean
#print axioms SimpleNodes.slope_ne_zero_of_node
#print axioms SimpleNodes.finite_nodes
#print axioms SimpleNodes.proportional_of_common_node
```

```
'SimpleNodes.slope_ne_zero_of_node' depends on axioms: [propext, Classical.choice, Quot.sound]
'SimpleNodes.finite_nodes' depends on axioms: [propext, Classical.choice, Quot.sound]
'SimpleNodes.proportional_of_common_node' depends on axioms: [propext, Classical.choice, Quot.sound]
```

## From the growth estimate to the node theorems in Lean

`hasDerivAt_radiusSq` writes the squares as products and applies the product rule, which gives \(R'=2(1+q)\psi\psi'\). `abs_rate_le` proves \(|R'|\le(1+M)R\) at a single point. Its `nlinarith` calls receive the squares of \(\psi+\psi'\) and \(\psi-\psi'\), exactly the two expansions used above, and the `calc` block multiplies the estimates for \(|2\psi\psi'|\) and \(|1+q|\).

In `radiusSq_le`, the local result `hd` differentiates \(R(t)e^{ct}\) for an arbitrary constant \(c\), so that one computation serves both directions. The split `le_total x y` then separates the two cases. For \(x\le y\) the choice is \(c=-(1+M)\), and `antitoneOn_of_deriv_nonpos` turns the nonpositive derivative into a decreasing function. For \(y\le x\) the choice is \(c=1+M\), and `monotoneOn_of_deriv_nonneg` gives an increasing one. The local result `step` moves the exponential to the other side of the inequality.

`eq_zero_of_double_node` works on the interval from `min x₀ x` to `max x₀ x`, so it need not know which point lies to the left. Compactness supplies the bound \(M\) through `exists_bound_of_continuousOn`. The Gronwall bound then has zero on its right-hand side, and the last lines extract \(\psi(x)=0\) from \(\psi(x)^2+\psi'(x)^2\le0\). `slope_ne_zero_of_node` is the same result by contradiction: a zero slope would make \(\psi\) vanish at the point `y` where it is known to be nonzero.

For `sign_change_at_node`, Mathlib's `slope ψ x₀ x` is the difference quotient, not the derivative. Its limit comes from `hasDerivAt_iff_tendsto_slope`; multiplied by \(\psi'(x_0)\), the quotient is eventually positive, and the identity `e` supplies the factor \((x-x_0)^2\).

`finite_nodes` assumes an infinite set of nodes and obtains an accumulation point `z` from compactness. The statement `hev` says that points near `z`, other than `z` itself, are not nodes, with one case for \(\psi(z)=0\) and one for \(\psi(z)\neq0\). Accumulation provides a node among those points, which is the contradiction.

In `proportional_of_common_node`, `hw` checks that \(v-cu\) is a solution, while `h1` and `h2` check that it and its derivative vanish at `x₀`. Applying `eq_zero_of_double_node` to this difference gives \(v=cu\).
